# The trace of the commutator of two finite-range half-line hopping matrices

A particle hops along a chain that starts at site $0$ and continues without end through the sites $1, 2, \dots$. The amplitude for a hop from site $m$ to site $n$ depends only on the displacement $n-m$, so a sequence $f_k$, $k\in\mathbb Z$, fixes the whole hopping matrix $T_f(n,m)=f_{n-m}$ with $n,m\ge 0$. On a chain without ends, two such matrices commute. On the half-line they need not, and if only finitely many $f_k$ and $g_k$ are nonzero, the failure is confined to the neighbourhood of the end and has the trace

$$\operatorname{tr}\,[T_f,T_g]=\sum_{k\in\mathbb Z} k\,f_{-k}\,g_k .$$

```lean
import Mathlib

open Finset

namespace ToeplitzTrace

noncomputable section
```

A hopping sequence has the type `ℤ →₀ ℂ`: a complex function on the integers that is nonzero at finitely many places. This is the finite-range assumption. Hermiticity, $f_{-k}=\overline{f_k}$, is not required.

## Matrices, product and trace on the half-line

```lean
/-- The half-line matrix with hopping amplitudes `f`: the entry between sites `n, m ≥ 0`
is `f (n - m)`. -/
def toeplitz (f : ℤ →₀ ℂ) : Matrix ℕ ℕ ℂ := fun n m => f ((n : ℤ) - m)
```

This is $T_f(n,m)=f_{n-m}$. Sites are natural numbers, and `(n : ℤ)` makes the subtraction take place in the integers, where it can be negative.

```lean
/-- The product of two half-line matrices, summed over all intermediate sites, when these sums
converge absolutely. An entry whose sum does not is set to `0`. -/
def halfLineMul (A B : Matrix ℕ ℕ ℂ) : Matrix ℕ ℕ ℂ := fun n m => ∑' k, A n k * B k m
```

The product is $(AB)(n,m)=\sum_{k\ge0}A(n,k)B(k,m)$, with `∑'` for the infinite sum. Lean assigns the value $0$ to a sum that does not converge, so convergence is proved separately below.

```lean
/-- The commutator of two half-line matrices. -/
def commutator (A B : Matrix ℕ ℕ ℂ) : Matrix ℕ ℕ ℂ :=
  fun n m => halfLineMul A B n m - halfLineMul B A n m
```

Entry by entry, this is $[A,B]=AB-BA$.

```lean
/-- The trace of a half-line matrix with summable diagonal: the sum of its diagonal entries. -/
def halfLineTrace (A : Matrix ℕ ℕ ℂ) : ℂ := ∑' n, A n n
```

The trace is $\sum_{n\ge0}A(n,n)$. It will be applied to a matrix with finitely many nonzero entries.

## Finite range and convergence

```lean
/-- Two finitely supported hopping sequences have a common finite range `N`. -/
theorem exists_range (f g : ℤ →₀ ℂ) : ∃ N : ℕ,
    (∀ k : ℤ, N < k.natAbs → f k = 0) ∧ (∀ k : ℤ, N < k.natAbs → g k = 0) := by
  refine ⟨(f.support ∪ g.support).sup Int.natAbs, fun k hk => ?_, fun k hk => ?_⟩
  · by_contra h
    exact absurd (Finset.le_sup (f := Int.natAbs)
      (Finset.mem_union_left g.support (Finsupp.mem_support_iff.2 h))) (not_le_of_gt hk)
  · by_contra h
    exact absurd (Finset.le_sup (f := Int.natAbs)
      (Finset.mem_union_right f.support (Finsupp.mem_support_iff.2 h))) (not_le_of_gt hk)
```

There is an $N$ with $f_k=g_k=0$ whenever $|k|>N$. Take for $N$ the largest $|k|$ at which $f$ or $g$ is nonzero, or $0$ if there is none. A nonzero value at some $|k|>N$ would contradict this choice, and that is the argument by contradiction in both halves of the proof. This hopping range $N$ is not to be confused with Lean's `range N`, which is the set $\{0,\dots,N-1\}$.

```lean
private lemma summable_of_cutoff {a : ℕ → ℂ} (M : ℕ) (h : ∀ k, M ≤ k → a k = 0) :
    Summable a :=
  (hasSum_sum_of_ne_finset_zero (s := range M)
    (fun k hk => h k (by simpa using hk))).summable
```

A sequence that vanishes from some index $M$ onwards is summable.

```lean
/-- The sum over intermediate sites in the product of two Toeplitz matrices converges. -/
theorem summable_toeplitz (f g : ℤ →₀ ℂ) (n m : ℕ) :
    Summable fun k => toeplitz f n k * toeplitz g k m := by
  obtain ⟨N, hf, -⟩ := exists_range f g
  refine summable_of_cutoff (n + N + 1) fun k hk => ?_
  simp only [toeplitz]
  rw [hf _ (by omega), zero_mul]
```

The sum $\sum_{k\ge0}f_{n-k}g_{k-m}$ converges: for $k\ge n+N+1$ the displacement $n-k$ is below $-N$, and $f_{n-k}=0$. The tactic `omega` checks such inequalities between integers.

```lean
private lemma summable_edge (f g : ℤ →₀ ℂ) (n m : ℕ) :
    Summable fun j : ℕ => f (n + j + 1) * g (-(m + j + 1)) := by
  obtain ⟨N, hf, -⟩ := exists_range f g
  refine summable_of_cutoff N fun j hj => ?_
  rw [hf _ (by omega), zero_mul]
```

The same holds for $\sum_{j\ge0}f_{n+j+1}\,g_{-(m+j+1)}$, whose terms vanish for $j\ge N$.

## Paths through the missing sites

```lean
/-- The half-line product is the full-line convolution minus the paths that pass through the
missing sites `-1, -2, …`. -/
theorem toeplitz_mul (f g : ℤ →₀ ℂ) (n m : ℕ) :
    halfLineMul (toeplitz f) (toeplitz g) n m =
      ∑' k : ℤ, f (n - k) * g (k - m) - ∑' j : ℕ, f (n + j + 1) * g (-(m + j + 1)) := by
  have h1 := (summable_toeplitz f g n m).hasSum
  have h2 : HasSum (fun j : ℕ => f (n - (-((j : ℤ) + 1))) * g (-((j : ℤ) + 1) - m))
      (∑' j : ℕ, f (n + j + 1) * g (-(m + j + 1))) := by
    convert (summable_edge f g n m).hasSum using 1
    funext j
    have e1 : (n : ℤ) - (-((j : ℤ) + 1)) = n + j + 1 := by ring
    have e2 : -((j : ℤ) + 1) - m = -(m + j + 1) := by ring
    rw [e1, e2]
  -- split the full line into the sites `k ≥ 0` and the sites `k < 0`
  have h := (HasSum.of_nat_of_neg_add_one
    (f := fun k : ℤ => f (n - k) * g (k - m)) h1 h2).tsum_eq
  rw [h]
  simp only [halfLineMul]
  ring
```

Extend the sum over intermediate sites to all integers and subtract what was added. The added sites are $k=-(j+1)$ with $j\ge0$, for which $n-k=n+j+1$ and $k-m=-(m+j+1)$. Hence

$$(T_fT_g)(n,m)=\sum_{k\in\mathbb Z}f_{n-k}g_{k-m}-\sum_{j\ge0}f_{n+j+1}\,g_{-(m+j+1)} .$$

In the proof, `h1` is the sum over $k\ge0$ and `h2` the sum over $k<0$. The lemma `HasSum.of_nat_of_neg_add_one` joins them into the sum over $\mathbb Z$.

```lean
/-- In the commutator the full-line part cancels, and only paths through the missing sites
remain. -/
theorem commutator_edge (f g : ℤ →₀ ℂ) (n m : ℕ) :
    commutator (toeplitz f) (toeplitz g) n m =
      ∑' j : ℕ, (g (n + j + 1) * f (-(m + j + 1)) - f (n + j + 1) * g (-(m + j + 1))) := by
  -- reflecting the intermediate site exchanges the two factors of the convolution
  have hsymm : ∑' k : ℤ, f (n - k) * g (k - m) = ∑' k : ℤ, g (n - k) * f (k - m) := by
    rw [← (Equiv.subLeft ((n : ℤ) + m)).tsum_eq (fun k : ℤ => g (n - k) * f (k - m))]
    refine tsum_congr fun k => ?_
    have e1 : (n : ℤ) - (n + m - k) = k - m := by ring
    have e2 : (n : ℤ) + m - k - m = n - k := by ring
    simp only [Equiv.subLeft_apply]
    rw [e1, e2, mul_comm]
  rw [((summable_edge g f n m).hasSum.sub (summable_edge f g n m).hasSum).tsum_eq]
  simp only [commutator]
  rw [toeplitz_mul, toeplitz_mul, hsymm]
  ring
```

The substitution $k\to n+m-k$ turns $n-k$ into $k-m$ and $k-m$ into $n-k$, so

$$\sum_{k\in\mathbb Z}f_{n-k}g_{k-m}=\sum_{k\in\mathbb Z}g_{n-k}f_{k-m} .$$

This is `hsymm`, with the reflection supplied by `Equiv.subLeft`. The full-line parts of $T_fT_g$ and $T_gT_f$ are therefore equal and cancel, which leaves

$$[T_f,T_g](n,m)=\sum_{j\ge0}\bigl(g_{n+j+1}f_{-(m+j+1)}-f_{n+j+1}g_{-(m+j+1)}\bigr).$$

```lean
/-- If both hopping sequences have range `N`, the commutator vanishes as soon as one of the two
sites is at distance `N` or more from the edge site `0`. -/
theorem commutator_eq_zero {f g : ℤ →₀ ℂ} {N : ℕ}
    (hf : ∀ k : ℤ, N < k.natAbs → f k = 0) (hg : ∀ k : ℤ, N < k.natAbs → g k = 0)
    {n m : ℕ} (h : N ≤ n ∨ N ≤ m) : commutator (toeplitz f) (toeplitz g) n m = 0 := by
  rw [commutator_edge]
  refine (tsum_congr fun j => ?_).trans tsum_zero
  rcases h with h | h
  · rw [hg (n + j + 1) (by omega), hf (n + j + 1) (by omega)]
    ring
  · rw [hg (-(m + j + 1)) (by omega), hf (-(m + j + 1)) (by omega)]
    ring
```

If $n\ge N$, then $n+j+1>N$ for every $j\ge0$, and both $g_{n+j+1}$ and $f_{n+j+1}$ vanish. If $m\ge N$, the other factor in each product vanishes. The commutator thus lives on the first $N$ sites. For $N=0$ both matrices are multiples of the identity and it is zero everywhere. The two cases of the hypothesis `h` are the two cases of `rcases`.

## Counting along the diagonal

```lean
private lemma sum_triangle (u : ℕ → ℂ) (N : ℕ) :
    ∑ n ∈ range N, ∑ k ∈ Ico n N, u k = ∑ k ∈ range N, ((k : ℂ) + 1) * u k := by
  induction N with
  | zero => simp
  | succ N ih =>
    have h : ∀ n ∈ range (N + 1), ∑ k ∈ Ico n (N + 1), u k = ∑ k ∈ Ico n N, u k + u N :=
      fun n hn => Finset.sum_Ico_succ_top (Nat.lt_succ_iff.1 (Finset.mem_range.1 hn)) u
    rw [Finset.sum_congr rfl h, Finset.sum_add_distrib, Finset.sum_range_succ, ih,
      Finset.sum_range_succ (fun k : ℕ => ((k : ℂ) + 1) * u k)]
    simp
```

For any sequence $u$,

$$\sum_{n=0}^{N-1}\sum_{k=n}^{N-1}u_k=\sum_{k=0}^{N-1}(k+1)\,u_k ,$$

because $u_k$ occurs once for each $n=0,\dots,k$. Lean proves this by induction: passing from $N$ to $N+1$ adds one $u_N$ to each of the $N+1$ inner sums, which is the new term $(N+1)u_N$.

```lean
private lemma sum_int_split {f g : ℤ →₀ ℂ} {N : ℕ}
    (hf : ∀ k : ℤ, N < k.natAbs → f k = 0) (hg : ∀ k : ℤ, N < k.natAbs → g k = 0) :
    ∑' k : ℤ, (k : ℂ) * f (-k) * g k = ∑ k ∈ range N,
      ((k : ℂ) + 1) * (g (k + 1) * f (-(k + 1)) - f (k + 1) * g (-(k + 1))) := by
  obtain ⟨F, hF⟩ : ∃ F : ℤ → ℂ, ∀ k, F k = (k : ℂ) * f (-k) * g k := ⟨_, fun _ => rfl⟩
  have h1 : HasSum (fun k : ℕ => F k) (∑ k ∈ range (N + 1), F k) :=
    hasSum_sum_of_ne_finset_zero fun k hk => by
      have hk' : ¬ k < N + 1 := fun h => hk (Finset.mem_range.2 h)
      rw [hF, hg _ (by omega), mul_zero]
  have h2 : HasSum (fun k : ℕ => F (-((k : ℤ) + 1))) (∑ k ∈ range N, F (-((k : ℤ) + 1))) :=
    hasSum_sum_of_ne_finset_zero fun k hk => by
      have hk' : ¬ k < N := fun h => hk (Finset.mem_range.2 h)
      rw [hF, hf _ (by omega), mul_zero, zero_mul]
  have h0 : F ((0 : ℕ) : ℤ) = 0 := by rw [hF]; simp
  calc ∑' k : ℤ, (k : ℂ) * f (-k) * g k = ∑' k, F k := tsum_congr fun k => (hF k).symm
    _ = ∑ k ∈ range (N + 1), F k + ∑ k ∈ range N, F (-((k : ℤ) + 1)) :=
      (HasSum.of_nat_of_neg_add_one h1 h2).tsum_eq
    _ = _ := by
      rw [Finset.sum_range_succ', h0, add_zero, ← Finset.sum_add_distrib]
      refine Finset.sum_congr rfl fun k _ => ?_
      rw [hF, hF, neg_neg]
      push_cast
      ring
```

The right-hand side of the trace formula is now brought to the same shape. Write $F_k=k\,f_{-k}\,g_k$. The term $F_0$ is zero. For $k\ge0$,

$$F_{k+1}=(k+1)\,f_{-(k+1)}\,g_{k+1},\qquad F_{-(k+1)}=-(k+1)\,f_{k+1}\,g_{-(k+1)} ,$$

and both vanish for $k\ge N$. Adding them in pairs gives

$$\sum_{k\in\mathbb Z}k\,f_{-k}\,g_k=\sum_{k=0}^{N-1}(k+1)\bigl(g_{k+1}f_{-(k+1)}-f_{k+1}g_{-(k+1)}\bigr).$$

In the proof, `h1` and `h2` reduce the two halves of the integer line to finite sums, and `h0` removes the term at zero.

## The trace formula

```lean
/-- **Toeplitz trace formula.** For finitely supported `f` and `g`, the commutator of the
half-line matrices has finitely many nonzero entries, and its trace is `∑ k f(-k) g(k)` over all
integers `k`. -/
theorem trace_commutator (f g : ℤ →₀ ℂ) :
    {p : ℕ × ℕ | commutator (toeplitz f) (toeplitz g) p.1 p.2 ≠ 0}.Finite ∧
      halfLineTrace (commutator (toeplitz f) (toeplitz g)) =
        ∑' k : ℤ, (k : ℂ) * f (-k) * g k := by
  obtain ⟨N, hf, hg⟩ := exists_range f g
  constructor
  · refine (Finset.finite_toSet (range N ×ˢ range N)).subset fun p hp => ?_
    have h1 : p.1 < N := by
      by_contra h
      exact hp (commutator_eq_zero hf hg (Or.inl (not_lt.1 h)))
    have h2 : p.2 < N := by
      by_contra h
      exact hp (commutator_eq_zero hf hg (Or.inr (not_lt.1 h)))
    exact Finset.mem_coe.2
      (Finset.mem_product.2 ⟨Finset.mem_range.2 h1, Finset.mem_range.2 h2⟩)
  · rw [sum_int_split hf hg, ← sum_triangle
      (fun k : ℕ => g (k + 1) * f (-(k + 1)) - f (k + 1) * g (-(k + 1))) N]
    unfold halfLineTrace
    rw [tsum_eq_sum (s := range N) (fun n hn =>
      commutator_eq_zero hf hg (Or.inl (by simpa using hn)))]
    -- a diagonal entry collects the hoppings of length greater than `n`
    refine Finset.sum_congr rfl fun n _ => ?_
    rw [commutator_edge, Finset.sum_Ico_eq_sum_range, tsum_eq_sum (s := range (N - n))]
    · refine Finset.sum_congr rfl fun j _ => ?_
      push_cast
      rfl
    · intro j hj
      have hj' : ¬ j < N - n := fun h => hj (Finset.mem_range.2 h)
      rw [hg (n + j + 1) (by omega), hf (n + j + 1) (by omega)]
      ring
```

The theorem has two parts, joined by `∧`. The first says that the set of pairs $(n,m)$ with $[T_f,T_g](n,m)\neq0$ is finite. The second is the trace formula, for all finitely supported $f$ and $g$.

Finiteness follows from the vanishing result: every such pair lies in the square $0\le n,m<N$.

For the trace, set $u_k=g_{k+1}f_{-(k+1)}-f_{k+1}g_{-(k+1)}$. On the diagonal $m=n$, the formula for the commutator depends on $n$ and $j$ only through $n+j$:

$$[T_f,T_g](n,n)=\sum_{j\ge0}u_{n+j}=\sum_{k=n}^{N-1}u_k ,\qquad n<N ,$$

since $u_k=0$ for $k\ge N$. Summing over the sites and using the two previous identities,

$$\operatorname{tr}\,[T_f,T_g]=\sum_{n=0}^{N-1}\sum_{k=n}^{N-1}u_k=\sum_{k=0}^{N-1}(k+1)u_k=\sum_{k\in\mathbb Z}k\,f_{-k}\,g_k .$$

Lean works from both ends. It first rewrites the right-hand side as the double sum, then cuts the trace off at $n<N$, and finally compares the diagonal entries one at a time, with $k=n+j$ supplied by `Finset.sum_Ico_eq_sum_range`.

Square matrices of finite size always have a traceless commutator, so a chain with two ends gives zero in total. The value found here belongs to a single end. The theorem is about the half-line itself: it does not treat one end of a long but finite sample, or a chain whose hopping amplitudes change near the end. Hoppings with infinitely long tails, even rapidly decaying ones, are also outside its hypotheses.

## Shifts and an integer trace

```lean
/-- For the half-line shifts by `-p` and by `p` sites, the trace of the commutator is the
integer `p`. -/
theorem trace_commutator_shift (p : ℤ) :
    halfLineTrace (commutator (toeplitz (Finsupp.single (-p) 1))
      (toeplitz (Finsupp.single p 1))) = p := by
  rw [(trace_commutator _ _).2, tsum_eq_single p]
  · simp
  · intro k hk
    rw [Finsupp.single_eq_of_ne (a := p) (a' := k) (by tauto), mul_zero]

end

end ToeplitzTrace
```

`Finsupp.single p 1` is the sequence with value $1$ at $p$ and $0$ elsewhere. With $f$ concentrated at $-p$ and $g$ at $p$, only $k=p$ contributes to the sum, and its term is $p\cdot1\cdot1=p$. The lemma `tsum_eq_single` selects this term. The integer $p$ may be negative or zero.

For $p\ge0$ the result can be seen directly. The matrix $T_g$ moves every state $p$ sites away from the end, and $T_f$ moves it back, so $T_fT_g=1$. In the opposite order, the states on the first $p$ sites are pushed off the chain and lost, so $T_gT_f$ is the identity minus the projector onto those sites. The difference has trace $p$.

Consider a non-interacting, fully dimerised chain with two sublattices, in which $T_g$ is the hopping block from the first sublattice to the second, $T_f$ is the block back, and there are no on-site energies and no hoppings within a sublattice. The first $p$ sites of the second sublattice then carry the zero-energy states at the end.

```lean
#print axioms ToeplitzTrace.trace_commutator
#print axioms ToeplitzTrace.trace_commutator_shift
```

```
'ToeplitzTrace.trace_commutator' depends on axioms: [propext, Classical.choice, Quot.sound]
'ToeplitzTrace.trace_commutator_shift' depends on axioms: [propext, Classical.choice, Quot.sound]
```
